# Kinetic and potential parts of an energy obeying the power-law scaling relations

## Coefficients, scaling relations and energy parts

Let $E(a,b)$ be a real function of two positive coefficients. It stands for an energy level of

$$H(a,b)=aT+bV,$$

where $T$ is the nonrelativistic kinetic operator and $V$ is homogeneous of real degree $k$, so that $V(s\mathbf r)=s^kV(\mathbf r)$ for $s>0$, with $\mathbf r$ standing for all particle coordinates. The sign of the potential belongs to $V$: an attractive Coulomb potential has $k=-1$ and still $b>0$.

```lean
import Mathlib

open Topology

namespace PowerLawEnergyPartition

noncomputable section
```

Two relations are assumed for all $a,b,c,s>0$:

$$E(ca,cb)=c\,E(a,b),\qquad E(a/s^2,\,s^kb)=E(a,b).$$

The first says that multiplying the Hamiltonian by $c$ multiplies its levels by $c$. The second expresses a change of length scale: a unitary dilation turns $T$ into $T/s^2$ and $V$ into $s^kV$, and leaves the spectrum unchanged. Both require that $E$ follow the same level throughout, for instance the ground state.

In Lean, `ScalingLaw k E` contains exactly these relations. The function `E` is defined on all pairs of reals, but only its values at positive coefficients are constrained. No operator or wavefunction appears, so the relations are hypotheses about a function and are not derived from a Hamiltonian.

```lean
/-- Scaling relations, at positive coefficients, for an energy `E a b` with kinetic coefficient `a`
and potential coefficient `b`: it is homogeneous of degree one, and it is unchanged by a dilation of
lengths under which the potential has degree `k`. -/
structure ScalingLaw (k : ℝ) (E : ℝ → ℝ → ℝ) : Prop where
  homogeneous : ∀ a b c : ℝ, 0 < a → 0 < b → 0 < c → E (c * a) (c * b) = c * E a b
  dilation : ∀ a b s : ℝ, 0 < a → 0 < b → 0 < s → E (a / s ^ 2) (s ^ k * b) = E a b
```

The kinetic part of the energy is

$$K(a,b)=a\,\frac{\partial E}{\partial a}.$$

For a normalised eigenstate to which the Hellmann-Feynman theorem applies, this is the expectation value $\langle aT\rangle$. That identification supplies the physical reading; the definition uses only the derivative.

```lean
/-- The kinetic part `a ∂E/∂a` of the energy. -/
def kineticPart (E : ℝ → ℝ → ℝ) (a b : ℝ) : ℝ := a * deriv (fun x => E x b) a
```

The potential part is likewise

$$P(a,b)=b\,\frac{\partial E}{\partial b},$$

which corresponds to $\langle bV\rangle$.

```lean
/-- The potential part `b ∂E/∂b` of the energy. -/
def potentialPart (E : ℝ → ℝ → ℝ) (a b : ℝ) : ℝ := b * deriv (fun y => E a y) b
```

## Zero energy at degree minus two

When $k=-2$, a dilation with $s=2$ divides both coefficients by four. The two relations then give

$$E(a,b)=E(a/4,b/4)=\tfrac14E(a,b),$$

and therefore $E(a,b)=0$. The Lean proof evaluates the relations at these same values, and `linarith` solves the resulting linear equation.

```lean
/-- For a potential of degree `-2` the scaling relations force the energy to vanish at all positive
coefficients. -/
theorem energy_eq_zero_of_inverse_square {E : ℝ → ℝ → ℝ} (h : ScalingLaw (-2) E)
    {a b : ℝ} (ha : 0 < a) (hb : 0 < b) : E a b = 0 := by
  -- doubling all lengths is the same as dividing both coefficients by four
  have h1 := h.dilation a b 2 ha hb (by norm_num)
  have h2 := h.homogeneous a b (1 / 4) ha hb (by norm_num)
  have h3 : (2 : ℝ) ^ (-2 : ℝ) = 1 / 4 := by
    rw [Real.rpow_neg (by norm_num), Real.rpow_two]
    norm_num
  have h4 : a / 2 ^ 2 = 1 / 4 * a := by ring
  rw [h3, h4, h2] at h1
  linarith
```

## The power law for every other degree

Now let $k\ne-2$. Write $a=e^x$ and $b=e^y$, and choose the dilation $s=e^u$ with

$$u=\frac{x-y}{k+2}.$$

The new coefficients are $a/s^2=e^{x-2u}$ and $s^kb=e^{ku+y}$. They are equal, because $(k+2)u=x-y$. Dilation followed by homogeneity gives

$$E(a,b)=E(e^{x-2u},e^{x-2u})=e^{x-2u}E(1,1).$$

Since

$$x-2u=\frac{kx+2y}{k+2},$$

this becomes

$$E(a,b)=C\,a^{k/(k+2)}\,b^{2/(k+2)},\qquad C=E(1,1).$$

Conversely, set $p=k/(k+2)$ and $q=2/(k+2)$. Then $p+q=1$, which gives homogeneity. Under a dilation the energy acquires the factor $s^{-2p+kq}=s^0=1$, which gives the second relation.

The theorem states this as an equivalence. In its forward half, `h1` and `h2` show that the dilated coefficients agree, and `h3` computes the exponent. In the converse half, the first `h1` uses $p+q=1$ and the second matches the powers of $s$. The condition $k\ne-2$ matters to the formal statement as well: Lean sets division by zero to zero, so at $k=-2$ the right-hand side would admit every constant energy.

```lean
/-- For `k ≠ -2` the scaling relations hold exactly when the energy is a constant times
`a ^ (k / (k + 2)) * b ^ (2 / (k + 2))` at positive coefficients. -/
theorem scalingLaw_iff_powerLaw {k : ℝ} (hk : k ≠ -2) (E : ℝ → ℝ → ℝ) :
    ScalingLaw k E ↔ ∃ C : ℝ, ∀ a b : ℝ, 0 < a → 0 < b →
      E a b = C * a ^ (k / (k + 2)) * b ^ (2 / (k + 2)) := by
  have hk2 : k + 2 ≠ 0 := fun h => hk (by linarith)
  constructor
  · intro h
    refine ⟨E 1 1, fun a b ha hb => ?_⟩
    obtain ⟨x, rfl⟩ : ∃ x, Real.exp x = a := ⟨Real.log a, Real.exp_log ha⟩
    obtain ⟨y, rfl⟩ : ∃ y, Real.exp y = b := ⟨Real.log b, Real.exp_log hb⟩
    -- the dilation by `exp u` makes the two coefficients equal
    obtain ⟨u, hu⟩ : ∃ u, u * (k + 2) = x - y := ⟨(x - y) / (k + 2), div_mul_cancel₀ _ hk2⟩
    have hd := h.dilation _ _ (Real.exp u) ha hb (Real.exp_pos u)
    have h1 : Real.exp x / Real.exp u ^ 2 = Real.exp (x - 2 * u) := by
      rw [Real.exp_sub, two_mul, Real.exp_add, sq]
    have h2 : Real.exp u ^ k * Real.exp y = Real.exp (x - 2 * u) := by
      rw [← Real.exp_mul, ← Real.exp_add]
      congr 1
      linear_combination hu
    have h3 : x - 2 * u = x * (k / (k + 2)) + y * (2 / (k + 2)) := by
      rw [show x * (k / (k + 2)) + y * (2 / (k + 2)) = (x * k + y * 2) / (k + 2) by ring,
        eq_div_iff hk2]
      linear_combination (-2) * hu
    have hh := h.homogeneous 1 1 (Real.exp (x - 2 * u)) one_pos one_pos (Real.exp_pos _)
    rw [mul_one] at hh
    rw [h1, h2] at hd
    rw [← hd, hh, h3, Real.exp_add, Real.exp_mul, Real.exp_mul]
    ring
  · rintro ⟨C, hC⟩
    refine ⟨fun a b c ha hb hc => ?_, fun a b s ha hb hs => ?_⟩
    · -- the two exponents add up to one
      have h1 : c ^ (k / (k + 2)) * c ^ (2 / (k + 2)) = c := by
        rw [← Real.rpow_add hc, ← add_div, div_self hk2, Real.rpow_one]
      rw [hC _ _ (mul_pos hc ha) (mul_pos hc hb), hC a b ha hb,
        Real.mul_rpow hc.le ha.le, Real.mul_rpow hc.le hb.le]
      linear_combination (C * a ^ (k / (k + 2)) * b ^ (2 / (k + 2))) * h1
    · -- the powers of the dilation factor cancel
      have hsk : 0 < s ^ k := Real.rpow_pos_of_pos hs k
      have h1 : (s ^ k) ^ (2 / (k + 2)) = (s ^ 2) ^ (k / (k + 2)) := by
        rw [← Real.rpow_two, ← Real.rpow_mul hs.le, ← Real.rpow_mul hs.le]
        congr 1
        ring
      have hz : (s ^ 2) ^ (k / (k + 2)) ≠ 0 := (Real.rpow_pos_of_pos (pow_pos hs 2) _).ne'
      rw [hC _ _ (div_pos ha (pow_pos hs 2)) (mul_pos hsk hb), hC a b ha hb,
        Real.div_rpow ha.le (sq_nonneg s), Real.mul_rpow hsk.le hb.le, h1]
      generalize (s ^ 2) ^ (k / (k + 2)) = z at hz
      generalize a ^ (k / (k + 2)) = A
      generalize b ^ (2 / (k + 2)) = B
      field_simp
```

## Differentiating a power law

Suppose $E(a,b)=C a^p b^q$ for positive coefficients, with any real $C,p,q$. Then

$$a\frac{\partial E}{\partial a}=a\,C\,p\,a^{p-1}b^q=pE,
\qquad
b\frac{\partial E}{\partial b}=b\,C\,a^p\,q\,b^{q-1}=qE.$$

The function is also Fréchet differentiable in the pair $(a,b)$, because it is a product of differentiable powers near any point with both coefficients positive.

`DifferentiableAt` for the function of `z : ℝ × ℝ` expresses this joint differentiability. The formula for `E` is known only at positive arguments, so the proof first shows that it holds in a neighbourhood of the point and then transfers the derivatives by `congr_of_eventuallyEq`.

```lean
/-- At positive coefficients, an energy of the form `C * a ^ p * b ^ q` is differentiable in both
coefficients jointly; its kinetic part is `p` times the energy and its potential part is `q` times
the energy. -/
theorem powerLaw_parts {E : ℝ → ℝ → ℝ} {C p q : ℝ}
    (hE : ∀ a b : ℝ, 0 < a → 0 < b → E a b = C * a ^ p * b ^ q)
    {a b : ℝ} (ha : 0 < a) (hb : 0 < b) :
    DifferentiableAt ℝ (fun z : ℝ × ℝ => E z.1 z.2) (a, b) ∧
      kineticPart E a b = p * E a b ∧ potentialPart E a b = q * E a b := by
  refine ⟨?_, ?_, ?_⟩
  · have h1 : ∀ᶠ z : ℝ × ℝ in 𝓝 (a, b), 0 < z.1 :=
      (isOpen_lt continuous_const continuous_fst).mem_nhds ha
    have h2 : ∀ᶠ z : ℝ × ℝ in 𝓝 (a, b), 0 < z.2 :=
      (isOpen_lt continuous_const continuous_snd).mem_nhds hb
    have hd : DifferentiableAt ℝ (fun z : ℝ × ℝ => C * z.1 ^ p * z.2 ^ q) (a, b) :=
      ((differentiableAt_fst.rpow_const (Or.inl ha.ne')).const_mul C).mul
        (differentiableAt_snd.rpow_const (Or.inl hb.ne'))
    refine hd.congr_of_eventuallyEq ?_
    filter_upwards [h1, h2] with z hz1 hz2
    exact hE _ _ hz1 hz2
  · have hd : HasDerivAt (fun x => E x b) (C * b ^ q * (p * a ^ (p - 1))) a := by
      refine ((Real.hasDerivAt_rpow_const (Or.inl ha.ne')).const_mul
        (C * b ^ q)).congr_of_eventuallyEq ?_
      filter_upwards [Ioi_mem_nhds ha] with x hx
      rw [hE x b hx hb]
      ring
    rw [kineticPart, hd.deriv, hE a b ha hb, Real.rpow_sub_one ha.ne']
    field_simp
  · have hd : HasDerivAt (fun y => E a y) (C * a ^ p * (q * b ^ (q - 1))) b := by
      refine ((Real.hasDerivAt_rpow_const (Or.inl hb.ne')).const_mul
        (C * a ^ p)).congr_of_eventuallyEq ?_
      filter_upwards [Ioi_mem_nhds hb] with y hy
      exact hE a y ha hy
    rw [potentialPart, hd.deriv, hE a b ha hb, Real.rpow_sub_one hb.ne']
    field_simp
```

## Partition for every real degree

For $k\ne-2$, inserting the exponents gives $K=kE/(k+2)$ and $P=2E/(k+2)$, or

$$(k+2)K=kE,\qquad (k+2)P=2E.$$

For $k=-2$ the energy vanishes at all positive coefficients, so both equations read $0=0$. The undivided form thus holds for every real $k$. Differentiability is part of the conclusion, since it follows from the scaling relations.

The proof splits into the same two cases. At $k=-2$ it treats the zero energy as a power law with $C=p=q=0$; otherwise it takes the exponents from the equivalence above.

```lean
/-- Energy partition at positive coefficients: an energy obeying the scaling relations is
differentiable in its two coefficients, `k + 2` times its kinetic part is `k E`, and `k + 2` times
its potential part is `2 E`. -/
theorem energy_partition {k : ℝ} {E : ℝ → ℝ → ℝ} (h : ScalingLaw k E)
    {a b : ℝ} (ha : 0 < a) (hb : 0 < b) :
    DifferentiableAt ℝ (fun z : ℝ × ℝ => E z.1 z.2) (a, b) ∧
      (k + 2) * kineticPart E a b = k * E a b ∧
      (k + 2) * potentialPart E a b = 2 * E a b := by
  rcases eq_or_ne k (-2) with rfl | hk
  · -- degree `-2`: the energy vanishes at all positive coefficients
    have h0 := powerLaw_parts (E := E) (C := 0) (p := 0) (q := 0)
      (fun x y hx hy => by rw [energy_eq_zero_of_inverse_square h hx hy]; simp) ha hb
    refine ⟨h0.1, ?_, ?_⟩
    · rw [h0.2.1, energy_eq_zero_of_inverse_square h ha hb]
      simp
    · rw [h0.2.2, energy_eq_zero_of_inverse_square h ha hb]
      simp
  · -- all other degrees: read the parts off the exponents of the power law
    have hk2 : k + 2 ≠ 0 := fun h => hk (by linarith)
    obtain ⟨C, hC⟩ := (scalingLaw_iff_powerLaw hk E).1 h
    obtain ⟨hd, hK, hP⟩ := powerLaw_parts hC ha hb
    refine ⟨hd, ?_, ?_⟩
    · rw [hK, ← mul_assoc, mul_comm (k + 2), div_mul_cancel₀ _ hk2]
    · rw [hP, ← mul_assoc, mul_comm (k + 2), div_mul_cancel₀ _ hk2]
```

## Fractions of a nonzero energy

If $E(a,b)\ne0$, the degree cannot be $-2$, and division gives

$$\frac{K}{E}=\frac{k}{k+2},\qquad \frac{P}{E}=\frac{2}{k+2}.$$

For a nonrelativistic atom with a fixed point nucleus and only Coulomb interactions, $k=-1$, so a bound level that obeys the assumed scaling has $K=-E$ and $P=2E$. Hence $P/K=-2$, the virial ratio for such a level.

In Lean, `div_eq_div_iff` clears the denominators and reduces each fraction to the corresponding partition equation.

```lean
/-- If an energy obeying the scaling relations is nonzero at given positive coefficients, then `k`
is not `-2`, and at those coefficients the kinetic fraction of the energy is `k / (k + 2)` and the
potential fraction is `2 / (k + 2)`. -/
theorem energy_fractions {k : ℝ} {E : ℝ → ℝ → ℝ} (h : ScalingLaw k E)
    {a b : ℝ} (ha : 0 < a) (hb : 0 < b) (hE : E a b ≠ 0) :
    k ≠ -2 ∧ kineticPart E a b / E a b = k / (k + 2) ∧
      potentialPart E a b / E a b = 2 / (k + 2) := by
  have hk : k ≠ -2 := by
    rintro rfl
    exact hE (energy_eq_zero_of_inverse_square h ha hb)
  have hk2 : k + 2 ≠ 0 := fun h => hk (by linarith)
  obtain ⟨-, hK, hP⟩ := energy_partition h ha hb
  refine ⟨hk, ?_, ?_⟩
  · rw [div_eq_div_iff hE hk2]
    linear_combination hK
  · rw [div_eq_div_iff hE hk2]
    linear_combination hP
```

## An oscillator energy

In units with $\hbar=1$, the ground-state energy of $a\,p_x^2+b\,x^2$, with $x$ now the position in one dimension and $p_x$ its momentum operator, is $E(a,b)=\sqrt{ab}$. This is the power law with $k=2$, $C=1$ and both exponents equal to $1/2$, so the kinetic and potential parts are each half the energy. The last theorem checks that the function $\sqrt{ab}$ satisfies the scaling relations, using the converse half of the equivalence.

```lean
/-- The energy `√(a b)` obeys the scaling relations for a potential of degree two. -/
theorem scalingLaw_witness : ScalingLaw 2 (fun a b => Real.sqrt (a * b)) := by
  refine (scalingLaw_iff_powerLaw (by norm_num) _).2 ⟨1, fun a b ha hb => ?_⟩
  show Real.sqrt (a * b) = _
  rw [Real.sqrt_eq_rpow, Real.mul_rpow ha.le hb.le,
    show (2 : ℝ) / (2 + 2) = 1 / 2 by norm_num, one_mul]

end

end PowerLawEnergyPartition
```

```lean
#print axioms PowerLawEnergyPartition.powerLaw_parts
#print axioms PowerLawEnergyPartition.energy_fractions
```

```
'PowerLawEnergyPartition.powerLaw_parts' depends on axioms: [propext, Classical.choice, Quot.sound]
'PowerLawEnergyPartition.energy_fractions' depends on axioms: [propext, Classical.choice, Quot.sound]
```
